# Distinct spin products in a random alloy are orthogonal only at zero mean spin

Expand the energy of a random binary alloy in spin products, and read off each coefficient by averaging the energy times one spin product. Away from equal composition the result is generally wrong, because the average also picks up the coefficients of other clusters. For independent sites, a model without short-range order, this mixing can be computed exactly.

The sites form a finite type `ι`.

In Lean 4 with Mathlib:

```lean
import Mathlib

open scoped symmDiff

namespace RandomAlloyClusterExpansion

noncomputable section

variable {ι : Type*} [Fintype ι] [DecidableEq ι]
```

A configuration \(\sigma\), of type `ι → Bool`, puts one of two species on each site \(i\). The function `spin` turns this into \(s_i=\pm1\).

```lean
/-- The spin of a site: `+1` for one atomic species and `-1` for the other. -/
def spin : Bool → ℝ
  | true => 1
  | false => -1
```

Every site has the same real parameter \(m\) and takes the spin value \(s\) with weight \(p(s)=(1+ms)/2\). The species with spin \(+1\) thus has concentration \((1+m)/2\), and the mean spin is \(m\).

```lean
/-- The weight `(1 + m s) / 2` of the spin value `s` on a single site. -/
def siteProb (m : ℝ) (b : Bool) : ℝ := (1 + m * spin b) / 2
```

Independence means that the weight of a configuration is \(P(\sigma)=\prod_i p(s_i)\).

```lean
/-- The weight of a configuration of independent sites: the product of the site weights. -/
def configProb (m : ℝ) (σ : ι → Bool) : ℝ := ∏ i, siteProb m (σ i)
```

The mean is the finite sum \(\langle f\rangle=\sum_\sigma P(\sigma)f(\sigma)\). Two functions are orthogonal if their product has mean zero.

```lean
/-- The mean of an observable `f` over all configurations of the random alloy. -/
def mean (m : ℝ) (f : (ι → Bool) → ℝ) : ℝ := ∑ σ, configProb m σ * f σ
```

A cluster \(A\) is any set of sites, with no lattice symmetry assumed. Its spin product is \(\Phi_A=\prod_{i\in A}s_i\), with \(\Phi_\emptyset=1\).

```lean
/-- The cluster function of `A`: the product of the spins on the sites of `A`. -/
def cluster (A : Finset ι) (σ : ι → Bool) : ℝ := ∏ i ∈ A, spin (σ i)
```

The centred version is \(\tilde\Phi_A=\prod_{i\in A}(s_i-m)\).

```lean
/-- The centred cluster function of `A`: the product of `s - m` over the sites of `A`. -/
def centredCluster (m : ℝ) (A : Finset ι) (σ : ι → Bool) : ℝ :=
  ∏ i ∈ A, (spin (σ i) - m)
```

### (a) From a cluster to all sites

Show that, for real numbers \(f_i\),
\[
\prod_{i\in A}f_i=\prod_i\begin{cases}f_i & i\in A\\ 1 & i\notin A.\end{cases}
\]

**Solution.** The additional sites only multiply the product by one.

```lean
/-- A product over a cluster is a product over all sites with factor one outside the cluster. -/
lemma prod_extend (f : ι → ℝ) (A : Finset ι) :
    ∏ i ∈ A, f i = ∏ i, if i ∈ A then f i else 1 := by
  simp [Finset.prod_ite_mem]
```

### (b) Factorisation of the mean

Show that, for single-site functions \(g_i\),
\[
\Big\langle\prod_i g_i(s_i)\Big\rangle=\prod_i\sum_{s=\pm1}p(s)\,g_i(s).
\]

**Solution.** Expand the right-hand side. Each term chooses one spin value per site, which is one configuration, and equals \(\prod_i p(s_i)g_i(s_i)=P(\sigma)\prod_i g_i(s_i)\). The sum of these terms is the left-hand side. In the proof, `Finset.prod_univ_sum` performs the expansion and `Finset.prod_mul_distrib` separates the weights from the functions.

```lean
/-- Independence of the sites: the mean of a product of single-site functions is the product
of their single-site means. -/
theorem mean_prod (m : ℝ) (g : ι → Bool → ℝ) :
    mean m (fun σ => ∏ i, g i (σ i)) = ∏ i, ∑ b, siteProb m b * g i b := by
  rw [Finset.prod_univ_sum, Fintype.piFinset_univ]
  simp only [mean, configProb, Finset.prod_mul_distrib]
```

### (c) Mean of a spin product

Show that
\[
\langle\Phi_A\rangle=m^{|A|}.
\]

**Solution.** Write \(\Phi_A\) as a product over all sites by (a), then apply (b). A site in \(A\) contributes \(\tfrac{1+m}{2}-\tfrac{1-m}{2}=m\), and any other site contributes \(\tfrac{1+m}{2}+\tfrac{1-m}{2}=1\). These are the two cases of `site`.

```lean
/-- In the random alloy the mean of the spin product over `A` is `m ^ |A|`. -/
theorem mean_cluster (m : ℝ) (A : Finset ι) : mean m (cluster A) = m ^ A.card := by
  have key : cluster A = fun σ => ∏ i, if i ∈ A then spin (σ i) else 1 := by
    funext σ
    exact prod_extend _ A
  -- a site of the cluster contributes `m`, any other site contributes one
  have site : ∀ i, ∑ b, siteProb m b * (if i ∈ A then spin b else 1)
      = if i ∈ A then m else 1 := by
    intro i
    by_cases h : i ∈ A <;>
      simp only [h, reduceIte, Fintype.sum_bool, siteProb, spin] <;> ring
  rw [key]
  refine (mean_prod m (fun i b => if i ∈ A then spin b else 1)).trans ?_
  refine (Finset.prod_congr rfl fun i _ => site i).trans ?_
  simp [Finset.prod_ite_mem]
```

### (d) The weights as probabilities

Show that, for \(-1\le m\le1\),
\[
P(\sigma)\ge0,\qquad \sum_\sigma P(\sigma)=1.
\]

**Solution.** Both \(1+m\) and \(1-m\) are non-negative, hence so is every product of site weights. The sum is \(\langle\Phi_\emptyset\rangle=m^0=1\) by (c). The other parts hold for every real \(m\), but only this interval describes an alloy.

```lean
/-- For `m` in `[-1, 1]` the configuration weights are non-negative and sum to one. -/
theorem configProb_isProbability (m : ℝ) (hm : m ∈ Set.Icc (-1 : ℝ) 1) :
    (∀ σ : ι → Bool, 0 ≤ configProb m σ) ∧ ∑ σ : ι → Bool, configProb m σ = 1 := by
  obtain ⟨h1, h2⟩ := hm
  constructor
  · intro σ
    refine Finset.prod_nonneg fun i _ => ?_
    cases σ i <;> simp only [siteProb, spin] <;> linarith
  · -- normalisation is the mean of the empty cluster
    simpa [mean, cluster] using mean_cluster m (∅ : Finset ι)
```

### (e) Product of two spin products

Let \(A\,\triangle\,B\) be the set of sites in exactly one of \(A\) and \(B\). Show that
\[
\Phi_A\Phi_B=\Phi_{A\triangle B}.
\]

**Solution.** A shared site contributes \(s_i^2=1\), a site in one cluster contributes \(s_i\), and a site in neither contributes \(1\). The proof splits into the same cases after extending all three products by (a).

```lean
/-- The product of two cluster functions is the cluster function of the sites that lie in
exactly one of the two clusters. -/
theorem cluster_mul (A B : Finset ι) (σ : ι → Bool) :
    cluster A σ * cluster B σ = cluster (A ∆ B) σ := by
  have hs : ∀ b, spin b * spin b = 1 := by
    intro b
    cases b <;> norm_num [spin]
  simp only [cluster]
  rw [prod_extend _ A, prod_extend _ B, prod_extend _ (A ∆ B), ← Finset.prod_mul_distrib]
  refine Finset.prod_congr rfl fun i _ => ?_
  by_cases hA : i ∈ A <;> by_cases hB : i ∈ B <;>
    simp [Finset.mem_symmDiff, hA, hB, hs]
```

### (f) Overlap of two spin products

Show that
\[
\langle\Phi_A\Phi_B\rangle=m^{|A\triangle B|}.
\]

**Solution.** Take the mean of (e) and use (c). In the smallest case of distinct clusters, \(A=\emptyset\) and \(B=\{i\}\), the overlap is \(m\).

```lean
/-- The overlap of two spin products in the random alloy is `m` to the number of sites that
lie in exactly one of the two clusters. -/
theorem mean_cluster_mul (m : ℝ) (A B : Finset ι) :
    mean m (fun σ => cluster A σ * cluster B σ) = m ^ (A ∆ B).card := by
  have key : (fun σ => cluster A σ * cluster B σ) = cluster (A ∆ B) := by
    funext σ
    exact cluster_mul A B σ
  rw [key, mean_cluster]
```

### (g) When distinct spin products are orthogonal

Show that, for \(A\ne B\),
\[
\langle\Phi_A\Phi_B\rangle=0\iff m=0.
\]

**Solution.** Distinct sets differ in some site, so the exponent in (f) is positive (`hcard`). A positive power of \(m\) vanishes exactly when \(m\) does.

```lean
/-- Spin products of two distinct clusters are orthogonal in the random alloy if and only if
`m = 0`. -/
theorem cluster_orthogonal_iff (m : ℝ) {A B : Finset ι} (hAB : A ≠ B) :
    mean m (fun σ => cluster A σ * cluster B σ) = 0 ↔ m = 0 := by
  have hcard : (A ∆ B).card ≠ 0 := by
    intro h
    exact hAB (symmDiff_eq_bot.mp (Finset.card_eq_zero.mp h))
  rw [mean_cluster_mul, pow_eq_zero_iff hcard]
```

### (h) Centred spins

Show that
\[
\langle\tilde\Phi_A\tilde\Phi_B\rangle=\begin{cases}(1-m^2)^{|A|} & A=B\\ 0 & A\neq B.\end{cases}
\]

**Solution.** By (a) and (b) the mean is a product of site factors, computed in `site`:

- A shared site gives \(\sum_s p(s)(s-m)^2=1-2m^2+m^2=1-m^2\).
- A site in only one cluster gives \(\sum_s p(s)(s-m)=m-m=0\).
- A site in neither gives \(1\).

If \(A=B\), the shared sites give the stated power. If \(A\ne B\), some site lies in only one cluster (`hex`), and its zero factor removes the whole product.

In the pure limits \(m=\pm1\) the mean square vanishes for every non-empty \(A\), so these functions can be normalised only for \(|m|<1\).

```lean
/-- Centred cluster functions of distinct clusters are orthogonal for every `m`, and the mean
square of the centred cluster function of `A` is `(1 - m ^ 2) ^ |A|`. -/
theorem centredCluster_orthogonal (m : ℝ) (A B : Finset ι) :
    mean m (fun σ => centredCluster m A σ * centredCluster m B σ)
      = if A = B then (1 - m ^ 2) ^ A.card else 0 := by
  have key : (fun σ => centredCluster m A σ * centredCluster m B σ) = fun σ => ∏ i,
      ((if i ∈ A then spin (σ i) - m else 1) * (if i ∈ B then spin (σ i) - m else 1)) := by
    funext σ
    simp only [centredCluster]
    rw [prod_extend _ A, prod_extend _ B, ← Finset.prod_mul_distrib]
  -- shared sites give the variance, sites in only one cluster give zero
  have site : ∀ i, ∑ b, siteProb m b *
      ((if i ∈ A then spin b - m else 1) * (if i ∈ B then spin b - m else 1))
      = if i ∈ A then (if i ∈ B then 1 - m ^ 2 else 0) else (if i ∈ B then 0 else 1) := by
    intro i
    by_cases hA : i ∈ A <;> by_cases hB : i ∈ B <;>
      simp only [hA, hB, reduceIte, Fintype.sum_bool, siteProb, spin] <;> ring
  rw [key]
  refine (mean_prod m (fun i b =>
    (if i ∈ A then spin b - m else 1) * (if i ∈ B then spin b - m else 1))).trans ?_
  refine (Finset.prod_congr rfl fun i _ => site i).trans ?_
  by_cases hAB : A = B
  · subst hAB
    rw [if_pos rfl, ← Finset.prod_const, prod_extend _ A]
    refine Finset.prod_congr rfl fun i _ => ?_
    by_cases h : i ∈ A <;> simp [h]
  · rw [if_neg hAB]
    -- distinct clusters differ in at least one site
    have hex : ∃ i, ¬ (i ∈ A ↔ i ∈ B) := by
      by_contra hne
      exact hAB (Finset.ext fun i => not_not.mp fun hi => hne ⟨i, hi⟩)
    obtain ⟨i, hi⟩ := hex
    refine Finset.prod_eq_zero (Finset.mem_univ i) ?_
    by_cases hA : i ∈ A <;> by_cases hB : i ∈ B <;> simp_all

end

end RandomAlloyClusterExpansion
```

```lean
#print axioms RandomAlloyClusterExpansion.configProb_isProbability
#print axioms RandomAlloyClusterExpansion.cluster_orthogonal_iff
#print axioms RandomAlloyClusterExpansion.centredCluster_orthogonal
```

```
'RandomAlloyClusterExpansion.configProb_isProbability' depends on axioms: [propext, Classical.choice, Quot.sound]
'RandomAlloyClusterExpansion.cluster_orthogonal_iff' depends on axioms: [propext, Classical.choice, Quot.sound]
'RandomAlloyClusterExpansion.centredCluster_orthogonal' depends on axioms: [propext, Classical.choice, Quot.sound]
```
